# For a superposition of the vacuum and a filled pair, the pair density is not direct minus exchange

Two fermionic modes, represented by explicit 4 × 4 annihilation matrices, are put in the state with amplitude 3/5 on the vacuum and 4/5 on the doubly filled state. The theorem `pair_superposition_not_wick` states that this vector is normalised, and that its pair density ⟨a₀†a₁†a₁a₀⟩ differs from γ₀₀γ₁₁ − γ₁₀γ₀₁, where γ is the one-particle density matrix. The pair density is 16/25, while the direct term is 256/625 and the exchange term vanishes. The attempt writes the pair density as the squared norm of a₁a₀ψ, works out the action of the matrices on the state, and leaves the remaining arithmetic to `simp` and `norm_num`.

The failing Lean file:

```lean
import Mathlib

open Matrix
open scoped ComplexOrder

namespace WickFromIdempotency

noncomputable section

variable {ι n : Type*} [Fintype ι] [Fintype n]

/-- The expectation value `⟨ψ, A ψ⟩`, as a linear functional of the operator `A`. -/
def expect (ψ : n → ℂ) : Matrix n n ℂ →ₗ[ℂ] ℂ where
  toFun A := star ψ ⬝ᵥ (A *ᵥ ψ)
  map_add' A B := by rw [Matrix.add_mulVec, dotProduct_add]
  map_smul' c A := by simp [Matrix.smul_mulVec, dotProduct_smul]

/-- The one-particle density matrix `γ p q = ⟨ψ, a_q† a_p ψ⟩`. -/
def rdm (a : ι → Matrix n n ℂ) (ψ : n → ℂ) : Matrix ι ι ℂ :=
  Matrix.of fun p q => expect ψ ((a q)ᴴ * a p)

/-- The expectation value of `A† B` is the overlap of `A ψ` with `B ψ`. -/
theorem expect_conj (ψ : n → ℂ) (A B : Matrix n n ℂ) :
    expect ψ (Aᴴ * B) = star (A *ᵥ ψ) ⬝ᵥ (B *ᵥ ψ) := by
  change star ψ ⬝ᵥ ((Aᴴ * B) *ᵥ ψ) = _
  rw [Matrix.star_mulVec, ← Matrix.dotProduct_mulVec, Matrix.mulVec_mulVec]

variable [DecidableEq ι] [DecidableEq n]

/-- Annihilation matrices of two fermionic modes in the basis: vacuum, first mode filled,
second mode filled, both filled. -/
def modes : Fin 2 → Matrix (Fin 4) (Fin 4) ℂ :=
  ![!![0, 1, 0, 0; 0, 0, 0, 0; 0, 0, 0, 1; 0, 0, 0, 0],
    !![0, 0, 1, 0; 0, 0, 0, -1; 0, 0, 0, 0; 0, 0, 0, 0]]

/-- The action of the two annihilation matrices on a general state vector. -/
theorem modes_mulVec (w x y z : ℂ) :
    modes 0 *ᵥ ![w, x, y, z] = ![x, 0, z, 0] ∧
      modes 1 *ᵥ ![w, x, y, z] = ![y, -z, 0, 0] := by
  constructor <;> ext i <;> fin_cases i <;>
    simp [modes, Matrix.mulVec, dotProduct, Fin.sum_univ_four]

/-- For a normalised superposition of the vacuum and the filled pair, the pair density of the two
modes differs from the direct product term minus the exchange term. -/
theorem pair_superposition_not_wick :
    star ![3 / 5, 0, 0, 4 / 5] ⬝ᵥ ![(3 / 5 : ℂ), 0, 0, 4 / 5] = 1 ∧
      expect ![3 / 5, 0, 0, 4 / 5] ((modes 0)ᴴ * (modes 1)ᴴ * modes 1 * modes 0) ≠
        rdm modes ![3 / 5, 0, 0, 4 / 5] 0 0 * rdm modes ![3 / 5, 0, 0, 4 / 5] 1 1 -
          rdm modes ![3 / 5, 0, 0, 4 / 5] 1 0 * rdm modes ![3 / 5, 0, 0, 4 / 5] 0 1 := by
  constructor
  · simp [dotProduct, Fin.sum_univ_four]
    norm_num
  · have h : (modes 0)ᴴ * (modes 1)ᴴ * modes 1 * modes 0 =
        (modes 1 * modes 0)ᴴ * (modes 1 * modes 0) := by
      rw [Matrix.conjTranspose_mul, mul_assoc ((modes 0)ᴴ * (modes 1)ᴴ)]
    rw [h, expect_conj, ← Matrix.mulVec_mulVec]
    simp [rdm, expect_conj, modes_mulVec, dotProduct, Fin.sum_univ_four]
    norm_num

end

end WickFromIdempotency
```

Compiling this gives:

```
Main.lean:51:2: error: unsolved goals
case left
⊢ (starRingEnd ℂ) 3 / (starRingEnd ℂ) 5 * (3 / 5) + (starRingEnd ℂ) 4 / (starRingEnd ℂ) 5 * (4 / 5) = 1
Main.lean:53:2: error: unsolved goals
case right
h : (modes 0)ᴴ * (modes 1)ᴴ * modes 1 * modes 0 = (modes 1 * modes 0)ᴴ * (modes 1 * modes 0)
⊢ ¬(starRingEnd ℂ) 4 / (starRingEnd ℂ) 5 * (4 / 5) = 1
```

What went wrong. Both messages report a goal left open at the end of its bullet, and the obstacle is the same in each: complex conjugates of numerals, such as `(starRingEnd ℂ) 3`, have not been evaluated. The inner product conjugates the amplitudes, and the conjugate of a quotient has become a quotient of conjugates. There the simplification stopped, since neither `simp` nor `norm_num`, as called, replaced the conjugate of 3, 4 or 5 by the number itself. What remains is true in both cases, but it is not yet plain arithmetic.

The repair proves the three missing equations, `c3`, `c4` and `c5`, by comparing real and imaginary parts with `Complex.ext`. Given to `norm_num`, they turn the first goal into 9/25 + 16/25 = 1 and the second into 16/25 ≠ 1, both of which it can decide. The second call needs only `c4` and `c5`, because no conjugate of 3 is left in that goal.

Lean accepts the file once it reads:

```diff
@@ -48,7 +48,10 @@
         rdm modes ![3 / 5, 0, 0, 4 / 5] 0 0 * rdm modes ![3 / 5, 0, 0, 4 / 5] 1 1 -
           rdm modes ![3 / 5, 0, 0, 4 / 5] 1 0 * rdm modes ![3 / 5, 0, 0, 4 / 5] 0 1 := by
+  have c3 : (starRingEnd ℂ) 3 = 3 := Complex.ext (by simp) (by simp)
+  have c4 : (starRingEnd ℂ) 4 = 4 := Complex.ext (by simp) (by simp)
+  have c5 : (starRingEnd ℂ) 5 = 5 := Complex.ext (by simp) (by simp)
   constructor
   · simp [dotProduct, Fin.sum_univ_four]
-    norm_num
+    norm_num [c3, c4, c5]
   · have h : (modes 0)ᴴ * (modes 1)ᴴ * modes 1 * modes 0 =
         (modes 1 * modes 0)ᴴ * (modes 1 * modes 0) := by
@@ -56,5 +59,5 @@
     rw [h, expect_conj, ← Matrix.mulVec_mulVec]
     simp [rdm, expect_conj, modes_mulVec, dotProduct, Fin.sum_univ_four]
-    norm_num
+    norm_num [c4, c5]
 
 end
```
